# Energies at which an n-mer in a tight-binding chain has transfer matrix ±1

When the transmission of a chain with randomly placed n-mers is scanned over energy, a uniform grid may miss the energies at which each n-mer has transfer matrix $\pm1$, called resonances below. They can be computed beforehand, and those within the scanned range added to the grid. For nearest-neighbour hopping 1 throughout the chain they are

$$E_k=\varepsilon_b+2\cos(k\pi/n),\qquad 0<k<n,$$

where $\varepsilon_b$ is the site energy in the n-mer. At $E_k$, the product of transfer matrices that a routine computes for the whole chain must equal, up to sign and rounding, the product over the host sites alone, which gives a check on the routine.

## Sites, n-mers and host

With unit hopping, the amplitudes obey $\psi_{j+1}+\psi_{j-1}=(E-\varepsilon_j)\psi_j$. Hence $(\psi_{j+1},\psi_j)^T=A(x)(\psi_j,\psi_{j-1})^T$, with

$$A(x)=\begin{pmatrix}x&-1\\1&0\end{pmatrix},\qquad x=E-\varepsilon_j.$$

An n-mer is $n\ge1$ adjacent sites of energy $\varepsilon_b$; its matrix is $A(E-\varepsilon_b)^n$. Host sites have energy $\varepsilon_a$.

## What is proved

- `transparent_iff`: for $n\ge1$ and real $x$, $A(x)^n=\pm1$ exactly when $x=2\cos(k\pi/n)$ for some integer $0<k<n$.
- `transparent_energies_ncard`: the set of such energies has `ncard` equal to $n-1$. Since `ncard` is 0 for infinite sets too, it is `transparent_iff` that shows there are none for $n=1$.
- `amplitudes_bounded`: if such an energy also satisfies $|y|<2$, where $y=E-\varepsilon_a$, then every arrangement, with matrix $C$, and every real starting vector $v$ satisfy
$$|Cv|^2\le\frac{2+|y|}{2-|y|}\,|v|^2 .$$

In Lean, `siteMatrix` is $A$, with rows and columns numbered 0 and 1. `chainMatrix` reads a list in which `false` is a host site and `true` an n-mer; the head of the list is the leftmost factor, so it is the last block reached. Disorder enters as "every list", without probabilities.

An upper bound alone would not exclude decay. But $\det C=1$, so $C^{-1}$ has the same operator norm as $C$, and $|v|^2$ is at most the same constant times $|Cv|^2$ (a step not in the Lean file). The amplitudes therefore neither grow without limit nor decay to zero along the chain. In this sense the states at the energies $E_k$ inside the host band $|y|<2$ are delocalized, for non-interacting particles in one dimension with nearest-neighbour hopping. Fewer than $n-1$ of the $E_k$ may lie in that band. Localization at other energies is not addressed.

## Derivation

**Resonance gives ±1.** Put $x=2\cos\theta$. Then

$$\sin\theta\,A^n=\begin{pmatrix}\sin(n+1)\theta&-\sin n\theta\\ \sin n\theta&-\sin(n-1)\theta\end{pmatrix}.$$

This holds at $n=0$. Multiplying by $A$ on the right raises $n$ by one, because $\sin(t+1)\theta=2\cos\theta\sin t\theta-\sin(t-1)\theta$. At $\theta=k\pi/n$ we have $\sin n\theta=0$ and $\sin(n\pm1)\theta=\pm(-1)^k\sin\theta$. Dividing by $\sin\theta\neq0$ gives $A^n=(-1)^k$.

**±1 requires resonance.** If $A^n=\pm1$, its lower-left entry vanishes. Let $(p_n,q_n)^T$ be the first column of $A^n$, so $p_{n+1}=xp_n-q_n$, $q_{n+1}=p_n$, $p_0=1$, $q_0=0$. For $|x|\ge2$, the inequality $|p_n|\ge|q_n|+1$ propagates:

$$|p_{n+1}|\ge2|p_n|-|q_n|\ge|p_n|+1=|q_{n+1}|+1.$$

Thus $|q_n|=|p_{n-1}|\ge1$ for $n\ge1$, a contradiction. For $|x|<2$ choose $0<\theta<\pi$. Then $\sin n\theta=0$, so $n\theta=k\pi$, and $0<n\theta<n\pi$ gives $0<k<n$.

**Count.** Cosine is injective on $[0,\pi]$, so the $n-1$ values differ.

**Bound.** At resonance $C=\pm A(y)^m$, with $m$ the number of host sites. The form $Q(a,b)=a^2-yab+b^2$ is conserved by $A(y)$:

$$(ya-b)^2-y(ya-b)a+a^2=a^2-yab+b^2.$$

Since $|yab|\le\tfrac{|y|}2(a^2+b^2)$,

$$\left(1-\tfrac{|y|}2\right)|Cv|^2\le Q(Cv)=Q(v)\le\left(1+\tfrac{|y|}2\right)|v|^2 .$$

## A trimer by hand

For $n=3$ the resonances are $x=\pm1$. At $x=1$,

$$A^2=\begin{pmatrix}0&-1\\1&-1\end{pmatrix},\qquad A^3=\begin{pmatrix}-1&0\\0&-1\end{pmatrix}.$$

With $\varepsilon_a=0$ and $\varepsilon_b=1.5$, the energies are $2.5$ and $0.5$. Only $0.5$ lies in the host band, and there the constant in the bound is $2.5/1.5=5/3$.

## The Lean file

```lean
import Mathlib

open Matrix
open scoped Real

namespace TransparentNmers

noncomputable section

/-- Transfer matrix of one site with unit hopping, where `x` is the energy measured from the
site energy. -/
def siteMatrix (x : ℝ) : Matrix (Fin 2) (Fin 2) ℝ := !![x, -1; 1, 0]

/-- Transfer matrix of a chain at energy `E`: each `false` in the list is one host site of
energy `εa`, each `true` is an n-mer, that is `n` adjacent sites of energy `εb`. -/
def chainMatrix (n : ℕ) (E εa εb : ℝ) : List Bool → Matrix (Fin 2) (Fin 2) ℝ
  | [] => 1
  | true :: L => siteMatrix (E - εb) ^ n * chainMatrix n E εa εb L
  | false :: L => siteMatrix (E - εa) * chainMatrix n E εa εb L

/-- Adding a site acts on the first column as the Schrödinger recursion: the new amplitude is
`x` times the last one minus the one before. -/
theorem siteMatrix_mul_apply (x : ℝ) (M : Matrix (Fin 2) (Fin 2) ℝ) :
    (siteMatrix x * M) 0 0 = x * M 0 0 - M 1 0 ∧ (siteMatrix x * M) 1 0 = M 0 0 := by
  constructor <;> simp [siteMatrix, Matrix.mul_apply, Fin.sum_univ_succ, sub_eq_add_neg]

/-- For `x = 2 cos θ` the transfer matrix of `n` equal sites, multiplied by `sin θ`, consists of
sines of multiples of `θ`. -/
theorem sin_smul_pow (θ : ℝ) (n : ℕ) :
    Real.sin θ • siteMatrix (2 * Real.cos θ) ^ n =
      !![Real.sin (((n : ℝ) + 1) * θ), -Real.sin ((n : ℝ) * θ);
         Real.sin ((n : ℝ) * θ), -Real.sin (((n : ℝ) - 1) * θ)] := by
  have key : ∀ t : ℝ, Real.sin ((t + 1) * θ) =
      2 * Real.cos θ * Real.sin (t * θ) - Real.sin ((t - 1) * θ) := by
    intro t
    rw [add_mul, sub_mul, one_mul, Real.sin_add, Real.sin_sub]
    ring
  induction n with
  | zero => ext i j; fin_cases i <;> fin_cases j <;> simp
  | succ n ih =>
    have h1 := key ((n : ℝ) + 1)
    have h2 := key (n : ℝ)
    have e : (n : ℝ) + 1 - 1 = n := by ring
    rw [e] at h1
    rw [pow_succ, ← smul_mul_assoc, ih, siteMatrix]
    push_cast
    rw [e]
    ext i j
    fin_cases i <;> fin_cases j <;> simp [Matrix.mul_apply, Fin.sum_univ_succ] <;> linarith

/-- At `x = 2 cos (kπ/n)` with `0 < k < n`, the transfer matrix of an n-mer is the sign
`(-1)^k` times the identity. -/
theorem pow_at_resonance {n k : ℕ} (hk : 0 < k) (hkn : k < n) :
    siteMatrix (2 * Real.cos (k * π / n)) ^ n = (-1 : ℝ) ^ k • 1 := by
  have hk' : (0 : ℝ) < k := by exact_mod_cast hk
  have hkn' : (k : ℝ) < n := by exact_mod_cast hkn
  have hn' : (0 : ℝ) < n := hk'.trans hkn'
  obtain ⟨θ, hθ⟩ : ∃ θ : ℝ, θ = k * π / n := ⟨_, rfl⟩
  have hs : 0 < Real.sin θ := by
    apply Real.sin_pos_of_pos_of_lt_pi
    · rw [hθ]; positivity
    · rw [hθ, div_lt_iff₀ hn']; nlinarith [Real.pi_pos]
  have hnθ : (n : ℝ) * θ = k * π := by rw [hθ]; field_simp
  rw [← hθ]
  have h := sin_smul_pow θ n
  rw [add_mul, sub_mul, one_mul, hnθ, Real.sin_add, Real.sin_sub, Real.sin_nat_mul_pi,
    Real.cos_nat_mul_pi] at h
  have h' : Real.sin θ • siteMatrix (2 * Real.cos θ) ^ n =
      Real.sin θ • ((-1 : ℝ) ^ k • (1 : Matrix (Fin 2) (Fin 2) ℝ)) := by
    rw [h]
    ext i j
    fin_cases i <;> fin_cases j <;> simp [mul_comm]
  -- cancel the non-zero factor `sin θ`
  rw [← inv_smul_smul₀ hs.ne' (siteMatrix (2 * Real.cos θ) ^ n), h', inv_smul_smul₀ hs.ne']

/-- For `|x| ≥ 2`, in the first column of the transfer matrix of `n` equal sites, the upper entry
exceeds the lower one in modulus by at least one. -/
theorem growth_outside_band {x : ℝ} (hx : 2 ≤ |x|) (n : ℕ) :
    |(siteMatrix x ^ n) 1 0| + 1 ≤ |(siteMatrix x ^ n) 0 0| := by
  induction n with
  | zero => simp
  | succ n ih =>
    rw [pow_succ', (siteMatrix_mul_apply x _).1, (siteMatrix_mul_apply x _).2]
    have h := abs_sub_abs_le_abs_sub (x * (siteMatrix x ^ n) 0 0) ((siteMatrix x ^ n) 1 0)
    rw [abs_mul] at h
    nlinarith [mul_le_mul_of_nonneg_right hx (abs_nonneg ((siteMatrix x ^ n) 0 0))]

/-- If the lower-left entry of the n-mer transfer matrix vanishes, then `x = 2 cos (kπ/n)` for
some `0 < k < n`. -/
theorem resonance_of_node {n : ℕ} (hn : 0 < n) {x : ℝ} (h : (siteMatrix x ^ n) 1 0 = 0) :
    ∃ k : ℕ, 0 < k ∧ k < n ∧ x = 2 * Real.cos (k * π / n) := by
  have hn' : (0 : ℝ) < n := by exact_mod_cast hn
  -- growth excludes energies outside the band
  have hx : |x| < 2 := by
    by_contra hc
    cases n with
    | zero => exact absurd hn (lt_irrefl 0)
    | succ m =>
      have g := growth_outside_band (not_lt.mp hc) m
      rw [pow_succ', (siteMatrix_mul_apply x _).2] at h
      rw [h, abs_zero] at g
      linarith [abs_nonneg ((siteMatrix x ^ m) 1 0)]
  obtain ⟨h1, h2⟩ := abs_lt.mp hx
  obtain ⟨θ, hθ0, hθπ, hxx⟩ : ∃ θ : ℝ, 0 < θ ∧ θ < π ∧ x = 2 * Real.cos θ := by
    have hc : Real.cos (Real.arccos (x / 2)) = x / 2 :=
      Real.cos_arccos (by linarith) (by linarith)
    refine ⟨Real.arccos (x / 2), Real.arccos_pos.mpr (by linarith),
      lt_of_le_of_ne (Real.arccos_le_pi _) (fun e => ?_), by rw [hc]; ring⟩
    rw [e, Real.cos_pi] at hc
    linarith
  -- inside the band the entry is `sin (nθ) / sin θ`
  have hs := congrFun (congrFun (sin_smul_pow θ n) 1) 0
  rw [← hxx, Matrix.smul_apply, h, smul_zero] at hs
  have hs' : Real.sin ((n : ℝ) * θ) = 0 := hs.symm
  obtain ⟨k, hk⟩ := Real.sin_eq_zero_iff.mp hs'
  have hp : 0 < (k : ℝ) * π := by rw [hk]; positivity
  have hk0 : (0 : ℝ) < k := (mul_pos_iff_of_pos_right Real.pi_pos).mp hp
  have hlt : (k : ℝ) * π < n * π := by rw [hk]; gcongr
  have hkn : (k : ℝ) < n := lt_of_mul_lt_mul_right hlt Real.pi_pos.le
  have hkz : 0 < k := by exact_mod_cast hk0
  lift k to ℕ using hkz.le
  refine ⟨k, by exact_mod_cast hk0, by exact_mod_cast hkn, ?_⟩
  have hθ : θ = k * π / n := by
    rw [eq_div_iff hn'.ne']
    push_cast at hk
    linarith
  rw [hxx, hθ]

/-- The transfer matrix of an n-mer is `1` or `-1` if and only if `x = 2 cos (kπ/n)` for some
integer `0 < k < n`. -/
theorem transparent_iff {n : ℕ} (hn : 0 < n) (x : ℝ) :
    (siteMatrix x ^ n = 1 ∨ siteMatrix x ^ n = -1) ↔
      ∃ k : ℕ, 0 < k ∧ k < n ∧ x = 2 * Real.cos (k * π / n) := by
  constructor
  · intro h
    apply resonance_of_node hn
    rcases h with h | h <;> rw [h] <;> simp
  · rintro ⟨k, hk, hkn, rfl⟩
    rw [pow_at_resonance hk hkn]
    rcases neg_one_pow_eq_or ℝ k with h | h <;> simp [h]

/-- The set of energies at which the transfer matrix of an n-mer is `1` or `-1` has `ncard` equal to
`n - 1`. (`ncard` is also 0 for infinite sets; for `n = 1` the set is empty by `transparent_iff`.)
-/
theorem transparent_energies_ncard {n : ℕ} (hn : 0 < n) (ε : ℝ) :
    {E : ℝ | siteMatrix (E - ε) ^ n = 1 ∨ siteMatrix (E - ε) ^ n = -1}.ncard + 1 = n := by
  have hn' : (0 : ℝ) < n := by exact_mod_cast hn
  have hset : {E : ℝ | siteMatrix (E - ε) ^ n = 1 ∨ siteMatrix (E - ε) ^ n = -1} =
      (fun k : ℕ => ε + 2 * Real.cos (k * π / n)) '' Set.Ioo 0 n := by
    ext E
    simp only [Set.mem_ofPred_eq, transparent_iff hn, Set.mem_image, Set.mem_Ioo]
    constructor
    · rintro ⟨k, h1, h2, h3⟩
      exact ⟨k, ⟨h1, h2⟩, by linarith⟩
    · rintro ⟨k, ⟨h1, h2⟩, h3⟩
      exact ⟨k, h1, h2, by linarith⟩
  have hmem : ∀ k ∈ Set.Ioo 0 n, (k : ℝ) * π / n ∈ Set.Icc 0 π := by
    intro k hk
    have hkn : (k : ℝ) ≤ n := by exact_mod_cast hk.2.le
    exact ⟨by positivity, by rw [div_le_iff₀ hn']; nlinarith [Real.pi_pos]⟩
  -- the cosine is injective on `[0, π]`, so the resonances are distinct
  have hinj : Set.InjOn (fun k : ℕ => ε + 2 * Real.cos (k * π / n)) (Set.Ioo 0 n) := by
    intro a ha b hb hab
    have hab' : ε + 2 * Real.cos (a * π / n) = ε + 2 * Real.cos (b * π / n) := hab
    have h := Real.injOn_cos (hmem a ha) (hmem b hb) (by linarith)
    have h' := mul_right_cancel₀ Real.pi_ne_zero ((div_left_inj' hn'.ne').mp h)
    exact_mod_cast h'
  rw [hset, hinj.ncard_image, ← Finset.coe_Ioo]
  rw [Set.ncard_coe_finset, Nat.card_Ioo]
  omega


/-- When the n-mer transfer matrix is `1` or `-1`, the matrix of any arrangement is, up to sign,
that of its host sites alone. -/
theorem chain_eq_host {n : ℕ} {E εa εb : ℝ}
    (hres : siteMatrix (E - εb) ^ n = 1 ∨ siteMatrix (E - εb) ^ n = -1) (L : List Bool) :
    chainMatrix n E εa εb L = siteMatrix (E - εa) ^ L.count false ∨
      chainMatrix n E εa εb L = -siteMatrix (E - εa) ^ L.count false := by
  induction L with
  | nil => left; simp [chainMatrix]
  | cons b L ih =>
    cases b with
    | false =>
      rw [chainMatrix, List.count_cons_self, pow_succ']
      rcases ih with h | h <;> rw [h] <;> simp
    | true =>
      have hc : (true :: L).count false = L.count false := by simp
      rw [chainMatrix, hc]
      rcases hres with r | r <;> rcases ih with h | h <;> rw [r, h] <;> simp

/-- At a resonance `E - εb = 2 cos (kπ/n)` inside the host band `|E - εa| < 2`, the amplitudes at
the end of any arrangement of host sites and n-mers obey a bound independent of its length. -/
theorem amplitudes_bounded {n k : ℕ} (hk : 0 < k) (hkn : k < n) {E εa εb : ℝ}
    (hE : E - εb = 2 * Real.cos (k * π / n)) (hband : |E - εa| < 2)
    (L : List Bool) (v : Fin 2 → ℝ) :
    (chainMatrix n E εa εb L *ᵥ v) 0 ^ 2 + (chainMatrix n E εa εb L *ᵥ v) 1 ^ 2 ≤
      (2 + |E - εa|) / (2 - |E - εa|) * (v 0 ^ 2 + v 1 ^ 2) := by
  have hres := (transparent_iff (hk.trans hkn) (E - εb)).mpr ⟨k, hk, hkn, hE⟩
  have hchain := chain_eq_host (εa := εa) hres L
  generalize chainMatrix n E εa εb L = C at hchain ⊢
  generalize E - εa = y at hband hchain ⊢
  -- host sites conserve the quadratic form `u² - y u v + v²`
  have hstep : ∀ u : Fin 2 → ℝ,
      (siteMatrix y *ᵥ u) 0 = y * u 0 - u 1 ∧ (siteMatrix y *ᵥ u) 1 = u 0 := by
    intro u
    constructor <;>
      simp [siteMatrix, Matrix.mulVec, dotProduct, Fin.sum_univ_succ, sub_eq_add_neg]
  have hinv : ∀ m : ℕ, (siteMatrix y ^ m *ᵥ v) 0 ^ 2
      - y * (siteMatrix y ^ m *ᵥ v) 0 * (siteMatrix y ^ m *ᵥ v) 1
      + (siteMatrix y ^ m *ᵥ v) 1 ^ 2 = v 0 ^ 2 - y * v 0 * v 1 + v 1 ^ 2 := by
    intro m
    induction m with
    | zero => simp
    | succ m ih =>
      rw [pow_succ' (siteMatrix y) m, ← Matrix.mulVec_mulVec, (hstep _).1, (hstep _).2, ← ih]
      ring
  have hC : (C *ᵥ v) 0 ^ 2 - y * (C *ᵥ v) 0 * (C *ᵥ v) 1 + (C *ᵥ v) 1 ^ 2 =
      v 0 ^ 2 - y * v 0 * v 1 + v 1 ^ 2 := by
    rcases hchain with h | h
    · rw [h]; exact hinv _
    · rw [h, Matrix.neg_mulVec, Pi.neg_apply, Pi.neg_apply, ← hinv (L.count false)]
      ring
  -- inside the band the form is comparable to the squared length
  have hcmp : ∀ a b : ℝ, 2 * (y * a * b) ≤ |y| * (a ^ 2 + b ^ 2) ∧
      -(2 * (y * a * b)) ≤ |y| * (a ^ 2 + b ^ 2) := by
    intro a b
    have hm : 0 ≤ |y| - y := by linarith [le_abs_self y]
    have hp : 0 ≤ |y| + y := by linarith [neg_abs_le y]
    constructor
    · nlinarith [mul_nonneg hm (sq_nonneg (a + b)), mul_nonneg hp (sq_nonneg (a - b))]
    · nlinarith [mul_nonneg hm (sq_nonneg (a - b)), mul_nonneg hp (sq_nonneg (a + b))]
  rw [div_mul_eq_mul_div, le_div_iff₀ (by linarith)]
  have h1 := (hcmp ((C *ᵥ v) 0) ((C *ᵥ v) 1)).1
  have h2 := (hcmp (v 0) (v 1)).2
  linarith

end

end TransparentNmers
```

```lean
#print axioms TransparentNmers.transparent_energies_ncard
-- 'TransparentNmers.transparent_energies_ncard' depends on axioms: [propext, Classical.choice, Quot.sound]
#print axioms TransparentNmers.amplitudes_bounded
-- 'TransparentNmers.amplitudes_bounded' depends on axioms: [propext, Classical.choice, Quot.sound]
```

## How the proof follows the derivation

`sin_smul_pow` proves the sine matrix by induction, with the trigonometric recursion as `key`. `pow_at_resonance` evaluates it at $k\pi/n$ and cancels $\sin\theta$.

`siteMatrix_mul_apply` supplies the recursion for the first column, and `growth_outside_band` runs the induction for $|x|\ge2$. `resonance_of_node` uses this to exclude $|x|\ge2$, then takes $\theta=\arccos(x/2)$ and reads $k$ off the zeros of the sine. `transparent_iff` joins the two directions.

For the count, the set of energies is rewritten as the image of the integers strictly between 0 and $n$, and `hinj` shows that the map is injective.

`chain_eq_host` goes through the list block by block: a host site adds one power, an n-mer only a sign. In `amplitudes_bounded`, `hinv` is the conservation of $Q$ along host sites, `hC` carries it over to the chain, and `hcmp` compares $Q$ with the squared length.
